# The Van Vleck sum over states above a nondegenerate ground state is zero exactly when the operator maps the ground state to a multiple of itself

In a finite-dimensional complex inner product space with an orthonormal basis of states `e n`, each state is assigned a real energy `E n`, and the energy of state `g` lies strictly below all the others. The theorem says that the sum of |⟨n|M|g⟩|² / (E_n − E_g) over all n ≠ g is zero if and only if M|g⟩ = μ|g⟩ for some complex number μ. Here M is any continuous linear operator, not necessarily Hermitian. For the forward direction, the proof notes that a sum of nonnegative terms vanishes only if every term does, so M|g⟩ has no component along any other basis state, and expanding it in the basis leaves only its part along |g⟩. The converse follows from orthogonality.

Lean 4 with Mathlib refuses this proof:

```lean
import Mathlib

open Filter Topology
open scoped InnerProductSpace

namespace VanVleckSign

noncomputable section

variable {V : Type*} [NormedAddCommGroup V] [InnerProductSpace ℂ V]

/-- The sum over states `∑ |M_ng|² / (E_n - E_g)` over all `n ≠ g`, for a level `E_g` that differs
from all other `E_n`. -/
def vanVleckSum {ι : Type*} [Fintype ι] [DecidableEq ι] (M : V →L[ℂ] V)
    (e : OrthonormalBasis ι ℂ V) (E : ι → ℝ) (g : ι) : ℝ :=
  ∑ n ∈ Finset.univ.erase g, ‖⟪e n, M (e g)⟫_ℂ‖ ^ 2 / (E n - E g)

variable {ι : Type*} [Fintype ι] [DecidableEq ι]

/-- Above a nondegenerate ground state the sum over states vanishes exactly when the ground state
is an eigenvector of `M`. -/
theorem vanVleckSum_eq_zero_iff (M : V →L[ℂ] V) (e : OrthonormalBasis ι ℂ V) {E : ι → ℝ} {g : ι}
    (hgap : ∀ n, n ≠ g → E g < E n) :
    vanVleckSum M e E g = 0 ↔ ∃ μ : ℂ, M (e g) = μ • e g := by
  unfold vanVleckSum
  rw [Finset.sum_eq_zero_iff_of_nonneg (fun n hn =>
    div_nonneg (sq_nonneg _) (sub_pos.mpr (hgap n (Finset.ne_of_mem_erase hn))).le)]
  constructor
  · intro h
    refine ⟨⟪e g, M (e g)⟫_ℂ, ?_⟩
    have hs : ∑ n, ⟪e n, M (e g)⟫_ℂ • e n = ⟪e g, M (e g)⟫_ℂ • e g := by
      refine Finset.sum_eq_single g ?_ (fun hg => absurd (Finset.mem_univ g) hg)
      intro n _ hn
      have h1 := h n (Finset.mem_erase.mpr ⟨hn, Finset.mem_univ n⟩)
      have h2 := (div_eq_zero_iff.mp h1).resolve_right (sub_pos.mpr (hgap n hn)).ne'
      have h3 : ⟪e n, M (e g)⟫_ℂ = 0 := norm_eq_zero.mp (pow_eq_zero_iff two_ne_zero |>.mp h2)
      simp only [h3, zero_smul]
    exact (e.sum_repr' (M (e g))).trans hs
  · rintro ⟨μ, hμ⟩ n hn
    rw [hμ, inner_smul_right, e.orthonormal.2 (Finset.ne_of_mem_erase hn)]
    simp

end

end VanVleckSign
```

Compiling this gives:

```
Main.lean:38:40: error: Application type mismatch: The argument
  hs
has type
  ∑ n, ⟪e n, M (e g)⟫_ℂ • e n = ⟪e g, M (e g)⟫_ℂ • e g
but is expected to have type
  M (e g) = ?m.227
in the application
  Eq.trans (OrthonormalBasis.sum_repr' e (M (e g))) hs
```

Fix (accepted with no message):

```diff
@@ -36,5 +36,5 @@
       have h3 : ⟪e n, M (e g)⟫_ℂ = 0 := norm_eq_zero.mp (pow_eq_zero_iff two_ne_zero |>.mp h2)
       simp only [h3, zero_smul]
-    exact (e.sum_repr' (M (e g))).trans hs
+    exact (e.sum_repr' (M (e g))).symm.trans hs
   · rintro ⟨μ, hμ⟩ n hn
     rw [hμ, inner_smul_right, e.orthonormal.2 (Finset.ne_of_mem_erase hn)]
```

What went wrong. The error is an equation used in the wrong direction. `e.sum_repr' (M (e g))` states that the basis expansion `∑ n, ⟪e n, M (e g)⟫_ℂ • e n` equals `M (e g)`, with the sum on the left and the vector on the right. Chaining it with `.trans` therefore requires a second equation that starts from `M (e g)`, which is the expected type `M (e g) = ?m.227` in the message. But `hs` starts from the sum, so the two equations share their left-hand sides and do not join end to end.

The diff inserts `.symm`, which turns the expansion round so that it reads from `M (e g)` to the sum. `hs` then continues from the sum to `⟪e g, M (e g)⟫_ℂ • e g`, and the chain gives exactly the eigenvector equation required. The proof of `hs` itself is unchanged.
